# On a one-dimensional grid, the projection of a Bloch wave on a summable projector is a sum over one cell

An atom sits near the edge of a periodic cell, and the projector of its nonlocal pseudopotential reaches into the neighbouring cell, while the program stores the periodic part of the Bloch wave only on the grid points of one cell. How is the projection obtained from the stored values, and which phase belongs to each of them?

```lean
import Mathlib

open ComplexConjugate

namespace RealSpaceProjectors

noncomputable section

/-- The plane-wave phase `exp(ikx)` at the grid point `x`. -/
def phase (k : ℝ) (x : ℤ) : ℂ := Complex.exp (((k * x : ℝ) : ℂ) * Complex.I)

/-- The wave `ψ(x) = exp(ikx) u(x)` on the integer grid. -/
def bloch (k : ℝ) (u : ℤ → ℂ) (x : ℤ) : ℂ := phase k x * u x

/-- The projection `∑ₓ conj(b(x - τ)) ψ(x)` of a wave on the projector `b` centred at `τ`,
summed over the whole grid. -/
def projection (b ψ : ℤ → ℂ) (τ : ℤ) : ℂ := ∑' x : ℤ, conj (b (x - τ)) * ψ x

/-- The folded projector: the sum over lattice vectors `R = mN` of
`conj(b(x + R - τ)) exp(ik(x + R - τ))`. -/
def folded (N : ℕ) (k : ℝ) (b : ℤ → ℂ) (τ x : ℤ) : ℂ :=
  ∑' m : ℤ, conj (b (x + m * N - τ)) * phase k (x + m * N - τ)

/-- The separable nonlocal operator of an atom at `τ` and all its periodic images `τ + mN`,
applied to the wave `ψ`. -/
def nonlocalAction (N : ℕ) (b : ℤ → ℂ) (τ : ℤ) (ψ : ℤ → ℂ) (x : ℤ) : ℂ :=
  ∑' m : ℤ, b (x - (τ + m * N)) * projection b ψ (τ + m * N)

/-- The phase of a sum of displacements is the product of the phases. -/
theorem phase_add (k : ℝ) (x y : ℤ) : phase k (x + y) = phase k x * phase k y := by
  unfold phase
  rw [← Complex.exp_add]
  congr 1
  push_cast
  ring

/-- Complex conjugation of a phase reverses the displacement. -/
theorem conj_phase (k : ℝ) (x : ℤ) : conj (phase k x) = phase k (-x) := by
  unfold phase
  rw [← Complex.exp_conj]
  congr 1
  rw [map_mul, Complex.conj_ofReal, Complex.conj_I]
  push_cast
  ring

/-- Bloch's condition: translation by the lattice vector `mN` multiplies the wave by
`exp(ikmN)`. -/
theorem bloch_translate {N : ℕ} {u : ℤ → ℂ} (hu : Function.Periodic u (N : ℤ))
    (k : ℝ) (x m : ℤ) :
    bloch k u (x + m * N) = phase k (m * N) * bloch k u x := by
  have h := hu.zsmul m x
  rw [smul_eq_mul] at h
  unfold bloch
  rw [h, phase_add]
  ring

/-- The folded projector has the periodicity of the cell. -/
theorem folded_periodic (N : ℕ) (k : ℝ) (b : ℤ → ℂ) (τ : ℤ) :
    Function.Periodic (folded N k b τ) (N : ℤ) := by
  intro x
  unfold folded
  refine Eq.trans ?_ ((Equiv.addRight (1 : ℤ)).tsum_eq _)
  refine tsum_congr fun m => ?_
  simp only [Equiv.coe_addRight]
  rw [show x + (N : ℤ) + m * N - τ = x + (m + 1) * N - τ by ring]

/-- Shifting the projector centre by the lattice vector `mN` multiplies the projection of a
Bloch wave by `exp(ikmN)`. -/
theorem projection_translate {N : ℕ} {u : ℤ → ℂ} (hu : Function.Periodic u (N : ℤ))
    (k : ℝ) (b : ℤ → ℂ) (τ m : ℤ) :
    projection b (bloch k u) (τ + m * N)
      = phase k (m * N) * projection b (bloch k u) τ := by
  unfold projection
  -- move the summation point together with the projector
  refine ((Equiv.addRight (m * (N : ℤ))).tsum_eq _).symm.trans ?_
  rw [← tsum_mul_left]
  refine tsum_congr fun x => ?_
  simp only [Equiv.coe_addRight]
  rw [bloch_translate hu, show x + m * (N : ℤ) - (τ + m * N) = x - τ by ring]
  ring

/-- For an absolutely summable projector, the projection of a Bloch wave over the whole grid
equals `exp(ikτ)` times the sum over one cell of `u` times the folded projector. -/
theorem projection_eq_cell_sum {N : ℕ} [NeZero N] {u b : ℤ → ℂ}
    (hu : Function.Periodic u (N : ℤ)) (hb : Summable fun x => ‖b x‖) (k : ℝ) (τ : ℤ) :
    projection b (bloch k u) τ
      = phase k τ * ∑ j : Fin N, u ((j : ℕ) : ℤ) * folded N k b τ ((j : ℕ) : ℤ) := by
  -- each grid point is a cell point plus a lattice vector, in exactly one way
  obtain ⟨e, he⟩ : ∃ e : Fin N × ℤ ≃ ℤ,
      ∀ (j : Fin N) (m : ℤ), e (j, m) = ((j : ℕ) : ℤ) + m * (N : ℤ) :=
    ⟨(Equiv.prodComm _ _).trans (Int.divModEquiv N).symm, fun j m => by
      change m * (N : ℤ) + ((j : ℕ) : ℤ) = _
      ring⟩
  let F : Fin N × ℤ → ℂ := fun p => u ((p.1 : ℕ) : ℤ) *
    (conj (b (((p.1 : ℕ) : ℤ) + p.2 * N - τ)) * phase k (((p.1 : ℕ) : ℤ) + p.2 * N - τ))
  have hterm : ∀ p, conj (b (e p - τ)) * bloch k u (e p) = phase k τ * F p := by
    rintro ⟨j, m⟩
    have h1 := hu.zsmul m ((j : ℕ) : ℤ)
    rw [smul_eq_mul] at h1
    have h2 : phase k (((j : ℕ) : ℤ) + m * N)
        = phase k τ * phase k (((j : ℕ) : ℤ) + m * N - τ) := by
      rw [← phase_add]
      congr 1
      ring
    simp only [he, bloch, F]
    rw [h1, h2]
    ring
  -- the double series converges absolutely, since `u` takes finitely many values
  have hs : Summable fun p : Fin N × ℤ => ‖b (e p - τ)‖ :=
    hb.comp_injective (i := fun p => e p - τ)
      (fun p q h => e.injective (sub_left_injective h))
  have hF : Summable F := by
    refine Summable.of_norm_bounded
      (g := fun p => (∑ i : Fin N, ‖u ((i : ℕ) : ℤ)‖) * ‖b (e p - τ)‖) (hs.mul_left _) ?_
    rintro ⟨j, m⟩
    have hp : ∀ y, ‖phase k y‖ = 1 := fun y => Complex.norm_exp_ofReal_mul_I _
    simp only [F, he, norm_mul, hp, mul_one, RCLike.norm_conj]
    exact mul_le_mul_of_nonneg_right
      (Finset.single_le_sum (f := fun i : Fin N => ‖u ((i : ℕ) : ℤ)‖)
        (fun i _ => norm_nonneg _) (Finset.mem_univ j)) (norm_nonneg _)
  calc projection b (bloch k u) τ
      = ∑' p, conj (b (e p - τ)) * bloch k u (e p) :=
        (e.tsum_eq (fun x => conj (b (x - τ)) * bloch k u x)).symm
    _ = ∑' p, phase k τ * F p := tsum_congr hterm
    _ = phase k τ * ∑ j : Fin N, ∑' m : ℤ, F (j, m) := by
        rw [tsum_mul_left, hF.tsum_prod, tsum_fintype]
    _ = _ := by
        congr 1
        refine Finset.sum_congr rfl fun j _ => ?_
        simp only [F, folded, tsum_mul_left]

/-- Applied to a Bloch wave, the nonlocal operator gives `exp(ikx)` times the conjugate of the
folded projector at `x` times the sum over one cell of `u` times the folded projector. -/
theorem nonlocalAction_bloch {N : ℕ} [NeZero N] {u b : ℤ → ℂ}
    (hu : Function.Periodic u (N : ℤ)) (hb : Summable fun x => ‖b x‖) (k : ℝ) (τ : ℤ) :
    nonlocalAction N b τ (bloch k u) = bloch k (fun x => conj (folded N k b τ x) *
      ∑ j : Fin N, u ((j : ℕ) : ℤ) * folded N k b τ ((j : ℕ) : ℤ)) := by
  funext x
  have hcell := projection_eq_cell_sum hu hb k τ
  generalize (∑ j : Fin N, u ((j : ℕ) : ℤ) * folded N k b τ ((j : ℕ) : ℤ)) = S at hcell ⊢
  change _ = phase k x * (conj (folded N k b τ x) * S)
  rw [show phase k x * (conj (folded N k b τ x) * S)
    = phase k x * S * conj (folded N k b τ x) by ring]
  unfold nonlocalAction folded
  rw [Complex.conj_tsum, ← tsum_mul_left]
  -- the image at `-R` pairs with the folded term at `R`
  refine ((Equiv.neg ℤ).tsum_eq _).symm.trans (tsum_congr fun m => ?_)
  simp only [Equiv.neg_apply]
  have hph : phase k (-m * N) * phase k τ = phase k x * phase k (-(x + m * N - τ)) := by
    rw [← phase_add, ← phase_add]
    congr 1
    ring
  rw [projection_translate hu, hcell, map_mul, Complex.conj_conj, conj_phase,
    show x - (τ + -m * (N : ℤ)) = x + m * N - τ by ring]
  linear_combination b (x + m * N - τ) * S * hph

/-- The projection on the projector that is one at the origin and zero elsewhere, centred at `τ`, is
the value of the wave at `τ`. -/
theorem projection_single (ψ : ℤ → ℂ) (τ : ℤ) :
    projection (Pi.single 0 1) ψ τ = ψ τ := by
  unfold projection
  rw [tsum_eq_single τ]
  · simp
  · intro x hx
    simp [sub_eq_zero, hx]

/-- A wave has Bloch form with wave number `k` exactly when its projections on all finitely
supported projectors gain the factor `exp(ikN)` under a shift of the centre by `N`. -/
theorem bloch_iff_projection_translate (N : ℕ) (k : ℝ) (ψ : ℤ → ℂ) :
    (∃ u : ℤ → ℂ, Function.Periodic u (N : ℤ) ∧ ψ = bloch k u) ↔
      ∀ b : ℤ → ℂ, (Function.support b).Finite → ∀ τ : ℤ,
        projection b ψ (τ + N) = phase k N * projection b ψ τ := by
  constructor
  · rintro ⟨u, hu, rfl⟩ b _ τ
    have h := projection_translate hu k b τ 1
    rwa [one_mul] at h
  · intro h
    -- test with the one-point projector
    have hfin : (Function.support (Pi.single 0 1 : ℤ → ℂ)).Finite := by
      refine (Set.finite_singleton (0 : ℤ)).subset fun x hx => ?_
      by_contra h0
      exact hx (Pi.single_eq_of_ne (by simpa using h0) _)
    have hψ : ∀ x, ψ (x + N) = phase k N * ψ x := fun x => by
      have hx := h _ hfin x
      rwa [projection_single, projection_single] at hx
    refine ⟨fun x => phase k (-x) * ψ x, fun x => ?_, funext fun x => ?_⟩
    · change phase k (-(x + N)) * ψ (x + N) = phase k (-x) * ψ x
      rw [hψ, ← mul_assoc, ← phase_add, show -(x + (N : ℤ)) + N = -x by ring]
    · have h0 : phase k 0 = 1 := by simp [phase]
      change ψ x = phase k x * (phase k (-x) * ψ x)
      rw [← mul_assoc, ← phase_add, add_neg_cancel, h0, one_mul]

end

end RealSpaceProjectors
```

```lean
#print axioms RealSpaceProjectors.folded_periodic
#print axioms RealSpaceProjectors.projection_eq_cell_sum
#print axioms RealSpaceProjectors.nonlocalAction_bloch
#print axioms RealSpaceProjectors.bloch_iff_projection_translate
```

```
'RealSpaceProjectors.folded_periodic' depends on axioms: [propext, Classical.choice, Quot.sound]
'RealSpaceProjectors.projection_eq_cell_sum' depends on axioms: [propext, Classical.choice, Quot.sound]
'RealSpaceProjectors.nonlocalAction_bloch' depends on axioms: [propext, Classical.choice, Quot.sound]
'RealSpaceProjectors.bloch_iff_projection_translate' depends on axioms: [propext, Classical.choice, Quot.sound]
```

## The projection from stored values

The grid is the set of integers, with the grid spacing as the unit of length. The wave number \(k\) is real, and \(u\) is a complex function on the grid with \(u(x+N)=u(x)\). The Bloch wave is \(\psi(x)=e^{ikx}u(x)\). A projector \(b\) centred at the grid point \(\tau\) gives the projection

\[
P_\tau=\sum_{x\in\mathbb Z}\overline{b(x-\tau)}\,\psi(x).
\]

This sum runs over the whole crystal. To bring it back to one cell, fold the projector together with its phase:

\[
B_\tau(x)=\sum_{m\in\mathbb Z}\overline{b(x+mN-\tau)}\;e^{ik(x+mN-\tau)} .
\]

The theorem `projection_eq_cell_sum` says that, for \(N\neq 0\) and \(\sum_x|b(x)|<\infty\),

\[
P_\tau=e^{ik\tau}\sum_{j=0}^{N-1}u(j)\,B_\tau(j).
\]

Every finitely supported projector satisfies the summability condition. The phase inside \(B_\tau\) is taken at the true displacement from the atom, \(x+mN-\tau\), and not at the position of the stored point.

The theorem `projection_translate` compares an atom with its periodic images:

\[
P_{\tau+mN}=e^{ikmN}P_\tau .
\]

It puts no condition on \(b\), because Lean gives the value zero to a sum of complex numbers that does not converge absolutely, and the two sums here either both converge absolutely or both fail to.

Two further theorems build on these. The first, `nonlocalAction_bloch`, concerns the separable operator that sums over the atom and all its images,

\[
(V\psi)(x)=\sum_{m\in\mathbb Z} b(x-\tau-mN)\,P_{\tau+mN},
\]

and states, under the same conditions as the cell formula, that

\[
(V\psi)(x)=e^{ikx}\,\overline{B_\tau(x)}\,\sum_{j=0}^{N-1}u(j)B_\tau(j).
\]

Since \(B_\tau\) has period \(N\) (`folded_periodic`), the result is again a Bloch wave with the same \(k\). On the periodic part, \(V\) acts as an operator of rank at most one.

The second, `bloch_iff_projection_translate`, is a converse. An arbitrary grid function \(\psi\) has the form \(e^{ikx}u(x)\) with \(u\) of period \(N\) exactly when \(P_{\tau+N}=e^{ikN}P_\tau\) for every finitely supported \(b\) and every \(\tau\).

## Grid, atom and operator in the Lean file

Grid functions have type `ℤ → ℂ`. The phase \(e^{ikx}\) is `phase k x`, the wave is `bloch k u`, \(P_\tau\) is `projection b ψ τ`, \(B_\tau(x)\) is `folded N k b τ x`, and \(V\psi\) is `nonlocalAction N b τ ψ`. The periodicity of \(u\) is the hypothesis `Function.Periodic u (N : ℤ)`. The cell is `Fin N`, that is, the points \(0,\dots,N-1\), and `[NeZero N]` excludes an empty cell. The hypothesis `Summable fun x => ‖b x‖` says that the moduli of the projector's values have a finite sum.

The conjugate stands on the projector, so \(P_\tau\) is the sum usually written \(\langle b_\tau|\psi\rangle\), with \(b_\tau(x)=b(x-\tau)\). A nonzero Bloch wave is not square-summable over the whole grid, so it cannot be normalised there; the sum converges because \(b\) is summable and \(\psi\) is bounded. No normalisation of \(b\), or of \(u\) over the cell, is assumed, and the sums carry no volume element.

The model has one dimension, one projector per cell and unit coupling strength. A pseudopotential used in practice often has several projectors per atom, with a matrix of coupling strengths. The centre \(\tau\) is a grid point; for an atom between grid points, the offset can be absorbed into the sampled values of \(b\). The identities are exact for the grid sums, and they do not say how well such a sum approximates the integral over continuous space.

For electronic structure, the result justifies evaluating a nonlocal pseudopotential from the wave number, the projector and the values of the periodic part in one cell, here for a single separable projector on a one-dimensional grid.

## Moving the atom by a lattice vector

Phases are additive, \(e^{ik(x+y)}=e^{ikx}e^{iky}\), which is `phase_add`. Together with \(u(x+mN)=u(x)\) this gives Bloch's condition, `bloch_translate`:

\[
\psi(x+mN)=e^{ik(x+mN)}u(x+mN)=e^{ikmN}\psi(x).
\]

In the projection on the shifted atom, replace the summation variable \(x\) by \(x+mN\):

\[
P_{\tau+mN}=\sum_x\overline{b(x-\tau-mN)}\,\psi(x)
=\sum_x\overline{b(x-\tau)}\,\psi(x+mN)
=e^{ikmN}P_\tau .
\]

The proof of `projection_translate` follows this line. The bijection `Equiv.addRight` performs the substitution, `tsum_mul_left` handles the constant factor, and `tsum_congr` reduces the equality of sums to an equality of terms.

The same kind of substitution shows that \(B_\tau\) is periodic. Replacing \(x\) by \(x+N\) in its definition turns \(m\) into \(m+1\), and the sum over all \(m\) is unchanged.

## Folding the grid into the cell

Division with remainder writes each grid point in exactly one way as \(x=j+mN\) with \(0\le j<N\). In Lean this is the bijection `e`, obtained from `Int.divModEquiv`. The term of \(P_\tau\) at this point is

\[
\overline{b(j+mN-\tau)}\,e^{ik(j+mN)}\,u(j+mN)
=e^{ik\tau}\,u(j)\,\overline{b(j+mN-\tau)}\,e^{ik(j+mN-\tau)} .
\]

Here \(u(j+mN)=u(j)\), and the phase has been split as \(e^{ik(j+mN)}=e^{ik\tau}e^{ik(j+mN-\tau)}\). This is the step `hterm`, in which `F (j, m)` denotes the right-hand side without the factor \(e^{ik\tau}\).

Absolute convergence of the double series allows the sum over \(m\) to be taken first and the sum over \(j\) afterwards. Phases have modulus one, and each \(|u(j)|\) is at most the sum of all the moduli in the cell, so

\[
|F(j,m)|\le\Big(\sum_{i=0}^{N-1}|u(i)|\Big)\,|b(j+mN-\tau)| .
\]

The right-hand side is summable over all pairs \((j,m)\), because the points \(j+mN-\tau\) run through the integers without repetition. The steps `hs` and `hF` establish this. The closing `calc` block then carries out the regrouping:

\[
P_\tau=e^{ik\tau}\sum_{j=0}^{N-1}\sum_{m\in\mathbb Z}F(j,m)
=e^{ik\tau}\sum_{j=0}^{N-1}u(j)B_\tau(j).
\]

## Applying the operator

Write \(S=\sum_{j=0}^{N-1}u(j)B_\tau(j)\). The two results above give \(P_{\tau+mN}=e^{ikmN}e^{ik\tau}S\). Insert this into \(V\psi\) and replace \(m\) by \(-m\):

\[
(V\psi)(x)=S\sum_m b(x-\tau-mN)\,e^{ik(\tau+mN)}
=S\sum_m b(x+mN-\tau)\,e^{ik(\tau-mN)} .
\]

Since \(e^{ik(\tau-mN)}=e^{ikx}e^{-ik(x+mN-\tau)}\), this equals

\[
e^{ikx}\,S\sum_m b(x+mN-\tau)\,e^{-ik(x+mN-\tau)}
=e^{ikx}\,\overline{B_\tau(x)}\,S .
\]

In the Lean proof, `Equiv.neg` reverses the sign of \(m\), `hph` is the phase identity, and `conj_phase` together with `Complex.conj_tsum` identifies the conjugate of the folded projector. The final `linear_combination` multiplies the phase identity by the common factors.

## Recovering Bloch's condition from projections

One direction of the equivalence is the translation law with \(m=1\). For the other, take the projector that is one at the origin and zero elsewhere. Its projection is \(P_\tau=\psi(\tau)\), which is `projection_single`, so the assumed law becomes \(\psi(x+N)=e^{ikN}\psi(x)\). Now define \(u(x)=e^{-ikx}\psi(x)\). Then

\[
u(x+N)=e^{-ik(x+N)}e^{ikN}\psi(x)=u(x),
\]

and \(\psi(x)=e^{ikx}u(x)\) by construction. Lean supplies this same \(u\) and checks the two properties in turn.

## Wrapped grid points in a plane-wave code

A plane-wave code with real-space projectors can obtain \(u\) on the grid of the cell by a fast Fourier transform and proceed as follows. For each atom it keeps a list of the grid points within the projector's cutoff radius. A point that falls outside the cell is wrapped back to find its storage index, while the projector value and the phase are computed from the unwrapped displacement.

Take \(N=4\) and \(\tau=0\), with a projector that is nonzero at \(-1,0,1\). The point \(x=-1\) is stored at \(j=3\) and corresponds to \(m=-1\). Its contribution to the cell sum is \(u(3)\,\overline{b(-1)}\,e^{-ik}\). Using the phase \(e^{3ik}\) of the stored index would give a wrong result unless \(e^{4ik}=1\), or the contribution happens to vanish. A test at \(k=0\) alone therefore does not reveal this error.

The code multiplies the accumulated sum by the volume element and the coupling strengths, then, at each point of the same list, adds the result times the projector value and the conjugate phase. The factor \(e^{ik\tau}\) does not appear in the action on the periodic part, so a routine that only applies the operator may leave it out. With a fixed grid spacing and cutoff radius, the work of projecting and adding back, per atom and per wave, does not grow with the size of the cell; the Fourier transform is a separate cost.
